# Half-traces of a Fibonacci chain diverge once a value of modulus at most 1 is followed directly by two above 1

An electron moves by nearest-neighbour hopping along a chain built from two kinds of site, A and B, arranged in Fibonacci words: each word is the concatenation of the two before it. At a fixed energy, let $M_n$ be the $2\times2$ transfer matrix across the $n$th word, with $\det M_n=1$, and let $x_n=\tfrac12\operatorname{tr}M_n$ be its half-trace. If the $n$th word is repeated periodically, a real energy belongs to the spectrum exactly when $|x_n|\le 1$. Can a few half-traces show that an energy lies outside the spectrum of every sufficiently long periodic approximant?

The values below may be real or complex, which allows complex energies; `𝕜` stands for either field, and `‖x n‖` is the modulus $|x_n|$. The band interpretation applies to real energies only.

```lean
import Mathlib

open Filter

namespace FibonacciChainEscape

variable {𝕜 : Type*} [RCLike 𝕜]
```

## The trace recursion

Concatenation gives $M_{n+2}=M_nM_{n+1}$ with a suitable ordering. For a $2\times2$ matrix of determinant 1, Cayley–Hamilton gives $A+A^{-1}=(\operatorname{tr}A)I$. Put $A=M_{n+1}$, multiply by $M_{n+2}$ and take the trace:

$$\operatorname{tr}(M_{n+1}M_{n+2})+\operatorname{tr}(M_{n+1}^{-1}M_nM_{n+1})=\operatorname{tr}M_{n+1}\operatorname{tr}M_{n+2}.$$

The first term is $2x_{n+3}$, and the second is $2x_n$ by cyclicity, so $x_{n+3}=2x_{n+2}x_{n+1}-x_n$. The Lean development starts from this recursion as the definition of an orbit; the transfer matrices do not appear in it.

```lean
/-- A sequence of real or complex half-traces obeying the Fibonacci trace recursion
`x (n+3) = 2 x (n+2) x (n+1) - x n`. -/
def IsTraceOrbit (x : ℕ → 𝕜) : Prop :=
  ∀ n, x (n + 3) = 2 * x (n + 2) * x (n + 1) - x n
```

## Two large values sustain growth

Suppose $|x_n|\le|x_{n+1}||x_{n+2}|$. The reverse triangle inequality gives

$$|x_{n+3}|\ge 2|x_{n+2}||x_{n+1}|-|x_n|\ge|x_{n+1}||x_{n+2}|.$$

In the proof, `norm_sub_norm_le` supplies the first inequality and `nlinarith` the second.

```lean
/-- If a half-trace is no larger in modulus than the product of the next two, then the
half-trace after these is at least as large as that product. -/
theorem product_le_next {x : ℕ → 𝕜} (hx : IsTraceOrbit x) {n : ℕ}
    (h : ‖x n‖ ≤ ‖x (n + 1)‖ * ‖x (n + 2)‖) :
    ‖x (n + 1)‖ * ‖x (n + 2)‖ ≤ ‖x (n + 3)‖ := by
  have h1 := norm_sub_norm_le (2 * x (n + 2) * x (n + 1)) (x n)
  have h2 : ‖(2 : 𝕜)‖ = 2 := by simp
  rw [← hx n, norm_mul, norm_mul, h2] at h1
  nlinarith
```

Write $b,c,d$ for the moduli at $m+k+1$, $m+k+2$, $m+k+3$. If $b,c>1$ and the product condition holds at $m+k$, then $d\ge bc>b>1$. Hence $b\le cd$, which is the product condition one place further on. Induction on $k$ carries all three statements along the chain.

```lean
/-- Two consecutive half-traces of modulus above 1, preceded by one no larger in modulus than their
product, are followed only by half-traces of modulus above 1, and the product condition persists
along the chain. -/
theorem escape_persists {x : ℕ → 𝕜} (hx : IsTraceOrbit x) {m : ℕ}
    (h0 : ‖x m‖ ≤ ‖x (m + 1)‖ * ‖x (m + 2)‖)
    (h1 : 1 < ‖x (m + 1)‖) (h2 : 1 < ‖x (m + 2)‖) (k : ℕ) :
    1 < ‖x (m + k + 1)‖ ∧ 1 < ‖x (m + k + 2)‖ ∧
      ‖x (m + k)‖ ≤ ‖x (m + k + 1)‖ * ‖x (m + k + 2)‖ := by
  induction k with
  | zero => exact ⟨h1, h2, h0⟩
  | succ k ih =>
    obtain ⟨hb, hc, ha⟩ := ih
    have hd := product_le_next hx ha
    -- the new value dominates the product, hence its first factor
    have hbd : ‖x (m + k + 1)‖ ≤ ‖x (m + k + 3)‖ := by nlinarith
    show 1 < ‖x (m + k + 2)‖ ∧ 1 < ‖x (m + k + 3)‖ ∧
      ‖x (m + k + 1)‖ ≤ ‖x (m + k + 2)‖ * ‖x (m + k + 3)‖
    exact ⟨hc, by linarith, by nlinarith⟩
```

## A lower bound with Fibonacci exponents

Let $F_0=0$, $F_1=1$, $F_{k+2}=F_k+F_{k+1}$. Suppose that the product condition $|x_m|\le|x_{m+1}||x_{m+2}|$ holds and that $|x_{m+1}|$ and $|x_{m+2}|$ are both at least $r>1$. Then $|x_{m+k+1}|\ge r^{F_{k+1}}$. For $k=0$ the exponents $F_1=F_2=1$ reproduce the bounds assumed on these two moduli. If the bound holds for two neighbours, then

$$|x_{m+k+3}|\ge|x_{m+k+1}||x_{m+k+2}|\ge r^{F_{k+1}+F_{k+2}}=r^{F_{k+3}}.$$

The auxiliary statement `key` carries both neighbouring bounds through the induction.

```lean
/-- Lower bound on growth: if two consecutive half-traces have modulus at least `r > 1` and the one
before them is no larger in modulus than their product, then the moduli from the first of the two
onwards are bounded below by `r` raised to the Fibonacci numbers. -/
theorem fibonacci_growth {x : ℕ → 𝕜} (hx : IsTraceOrbit x) {m : ℕ} {r : ℝ} (hr : 1 < r)
    (h0 : ‖x m‖ ≤ ‖x (m + 1)‖ * ‖x (m + 2)‖)
    (h1 : r ≤ ‖x (m + 1)‖) (h2 : r ≤ ‖x (m + 2)‖) (k : ℕ) :
    r ^ Nat.fib (k + 1) ≤ ‖x (m + k + 1)‖ := by
  have hpos : 0 < r := by linarith
  -- carry two consecutive bounds through the induction
  have key : ∀ k, r ^ Nat.fib (k + 1) ≤ ‖x (m + k + 1)‖ ∧
      r ^ Nat.fib (k + 2) ≤ ‖x (m + k + 2)‖ := by
    intro k
    induction k with
    | zero => exact ⟨by simpa using h1, by simpa using h2⟩
    | succ k ih =>
      have ha := (escape_persists hx h0 (by linarith) (by linarith) k).2.2
      have hstep : r ^ Nat.fib (k + 3) ≤ ‖x (m + k + 3)‖ := by
        have hf : Nat.fib (k + 3) = Nat.fib (k + 1) + Nat.fib (k + 2) :=
          Nat.fib_add_two
        rw [hf, pow_add]
        exact (mul_le_mul ih.1 ih.2 (by positivity) (norm_nonneg _)).trans
          (product_le_next hx ha)
      exact ⟨ih.2, hstep⟩
  exact (key k).1
```

## The escape criterion

Now assume $|x_m|\le1$, $|x_{m+1}|>1$ and $|x_{m+2}|>1$. The product condition holds because $|x_m|\le1<|x_{m+1}||x_{m+2}|$. Take $r=\min(|x_{m+1}|,|x_{m+2}|)>1$. Since $F_{k+1}\ge k$, the lower bound diverges, and so does $|x_n|$; shifting the index by $m+1$ does not affect the limit. `Tendsto … atTop atTop` expresses this divergence.

For this non-interacting chain at real energy, three consecutive half-traces with this pattern thus suffice to place the energy outside the spectrum of all later approximants.

```lean
/-- Escape criterion: if one half-trace has modulus at most 1 and the next two have modulus
above 1, then the moduli of the half-traces tend to infinity. -/
theorem escape_criterion {x : ℕ → 𝕜} (hx : IsTraceOrbit x) {m : ℕ}
    (h0 : ‖x m‖ ≤ 1) (h1 : 1 < ‖x (m + 1)‖) (h2 : 1 < ‖x (m + 2)‖) :
    Tendsto (fun n => ‖x n‖) atTop atTop := by
  have hr : 1 < min ‖x (m + 1)‖ ‖x (m + 2)‖ := lt_min h1 h2
  have hprod : ‖x m‖ ≤ ‖x (m + 1)‖ * ‖x (m + 2)‖ := by nlinarith
  -- the Fibonacci exponents are unbounded
  have hfib : Tendsto (fun k : ℕ => Nat.fib (k + 1)) atTop atTop := by
    refine tendsto_atTop.2 fun b => ?_
    filter_upwards [eventually_ge_atTop b] with k hk
    have := Nat.le_fib_add_one (k + 1)
    omega
  have hpow := (tendsto_pow_atTop_atTop_of_one_lt hr).comp hfib
  refine (tendsto_add_atTop_iff_nat (m + 1)).1 (tendsto_atTop_mono (fun k => ?_) hpow)
  have hk := fibonacci_growth hx hr hprod (min_le_left _ _) (min_le_right _ _) k
  have e : k + (m + 1) = m + k + 1 := by omega
  simpa only [Function.comp_apply, e] using hk
```

If $|x_0|\le1$, the converse holds too. A divergent orbit has only finitely many moduli at most 1; let $m$ be the last such index. The next two moduli exceed 1, so the criterion is met at $m$. Lean finds $m$ by descending from an index $N$ beyond which all moduli exceed 1; the assumption on $x_0$ stops the descent.

```lean
/-- For an orbit whose first half-trace has modulus at most 1, the moduli tend to infinity
exactly when the escape criterion is met at some generation `m`. -/
theorem escape_iff {x : ℕ → 𝕜} (hx : IsTraceOrbit x) (h0 : ‖x 0‖ ≤ 1) :
    Tendsto (fun n => ‖x n‖) atTop atTop ↔
      ∃ m, ‖x m‖ ≤ 1 ∧ 1 < ‖x (m + 1)‖ ∧ 1 < ‖x (m + 2)‖ := by
  constructor
  · intro h
    obtain ⟨N, hN⟩ := eventually_atTop.1 (h.eventually_gt_atTop 1)
    -- descend from N to the last generation with modulus at most 1
    induction N with
    | zero => exact absurd (hN 0 le_rfl) (not_lt_of_ge h0)
    | succ m ih =>
      by_cases hm : ‖x m‖ ≤ 1
      · exact ⟨m, hm, hN _ (by omega), hN _ (by omega)⟩
      · refine ih fun n hn => ?_
        rcases Nat.eq_or_lt_of_le hn with e | l
        · rw [← e]
          exact not_le.1 hm
        · exact hN n l
  · rintro ⟨m, ha, hb, hc⟩
    exact escape_criterion hx ha hb hc
```

## One large value between zeros

In the recursion, a single large half-trace need not lead to escape. The starting values here are chosen to show this and are not derived from a particular chain. If $x_0=x_2=0$ and $x_1=a$, the recursion gives $0,a,0,0,-a,0,\ldots$: every product of neighbours vanishes, leaving $x_{n+3}=-x_n$. The induction checks one block of three at a time.

```lean
/-- A single half-trace of any size between two zeros does not grow: it recurs every three
generations with alternating sign, and all other half-traces vanish. -/
theorem single_excursion_recurs {x : ℕ → 𝕜} (hx : IsTraceOrbit x)
    (h0 : x 0 = 0) (h2 : x 2 = 0) (k : ℕ) :
    x (3 * k) = 0 ∧ x (3 * k + 1) = (-1) ^ k * x 1 ∧ x (3 * k + 2) = 0 := by
  induction k with
  | zero => simp [h0, h2]
  | succ k ih =>
    obtain ⟨a, b, c⟩ := ih
    have e0 : x (3 * k + 3) = 0 := by
      rw [hx (3 * k), a, c]
      ring
    have e1 : x (3 * k + 4) = (-1) ^ (k + 1) * x 1 := by
      have h : x (3 * k + 4) = 2 * x (3 * k + 3) * x (3 * k + 2) - x (3 * k + 1) :=
        hx (3 * k + 1)
      rw [h, e0, b, c]
      ring
    have e2 : x (3 * k + 5) = 0 := by
      have h : x (3 * k + 5) = 2 * x (3 * k + 4) * x (3 * k + 3) - x (3 * k + 2) :=
        hx (3 * k + 2)
      rw [h, e0, c]
      ring
    rw [show 3 * (k + 1) = 3 * k + 3 by ring]
    exact ⟨e0, e1, e2⟩
```

## The uniform chain as a limiting case

Let A and B be identical, and number the words so that the $n$th has $F_n$ sites; the zeroth is then empty, with $M_0=I$. An energy outside the band can give a site matrix with eigenvalues $e^{\pm t}$, $t\ne0$, and hence $x_n=\cosh(F_nt)$. With $u=F_{n+2}t$ and $v=F_{n+1}t$, the identity

$$\cosh(u+v)=2\cosh u\cosh v-\cosh(u-v)$$

is the trace recursion, because $u+v=F_{n+3}t$ and $u-v=F_nt$. Here $x_0=1$ and $x_1=x_2=\cosh t>1$, so the criterion is met at $m=0$. As $t\to0$ the orbit becomes the constant 1 and no longer escapes, which shows that the two strict inequalities of the criterion cannot both be relaxed to $\ge1$.

```lean
/-- For real `t ≠ 0` the sequence `cosh (F n * t)`, with `F n` the Fibonacci numbers, is an
orbit of the trace recursion that meets the escape criterion at `m = 0`. -/
theorem escape_criterion_witness {t : ℝ} (ht : t ≠ 0) :
    IsTraceOrbit (fun n => Real.cosh (Nat.fib n * t)) ∧
      ‖Real.cosh (Nat.fib 0 * t)‖ ≤ 1 ∧ 1 < ‖Real.cosh (Nat.fib 1 * t)‖ ∧
      1 < ‖Real.cosh (Nat.fib 2 * t)‖ := by
  have hc : 1 < ‖Real.cosh t‖ := by
    rw [Real.norm_eq_abs]
    exact (Real.one_lt_cosh.2 ht).trans_le (le_abs_self _)
  refine ⟨fun n => ?_, by simp, by simpa using hc, by simpa using hc⟩
  -- the addition theorem of cosh turns into the trace recursion
  have key : ∀ u v : ℝ,
      Real.cosh (u + v) = 2 * Real.cosh u * Real.cosh v - Real.cosh (u - v) := by
    intro u v
    rw [Real.cosh_add, Real.cosh_sub]
    ring
  have f2 : (Nat.fib (n + 2) : ℝ) = Nat.fib n + Nat.fib (n + 1) := by
    exact_mod_cast (Nat.fib_add_two (n := n))
  have f3 : (Nat.fib (n + 3) : ℝ) = Nat.fib (n + 1) + Nat.fib (n + 2) := by
    exact_mod_cast (Nat.fib_add_two (n := n + 1))
  have h := key (Nat.fib (n + 2) * t) (Nat.fib (n + 1) * t)
  have s1 : (Nat.fib (n + 2) : ℝ) * t + Nat.fib (n + 1) * t = Nat.fib (n + 3) * t := by
    rw [f3]
    ring
  have s2 : (Nat.fib (n + 2) : ℝ) * t - Nat.fib (n + 1) * t = Nat.fib n * t := by
    rw [f2]
    ring
  rw [s1, s2] at h
  exact h

end FibonacciChainEscape
```

```lean
#print axioms FibonacciChainEscape.fibonacci_growth
-- 'FibonacciChainEscape.fibonacci_growth' depends on axioms: [propext, Classical.choice, Quot.sound]
#print axioms FibonacciChainEscape.escape_iff
-- 'FibonacciChainEscape.escape_iff' depends on axioms: [propext, Classical.choice, Quot.sound]
#print axioms FibonacciChainEscape.single_excursion_recurs
-- 'FibonacciChainEscape.single_excursion_recurs' depends on axioms: [propext, Classical.choice, Quot.sound]
```
